# A degree-m Chebyshev filter divides the tangent of the angle to an isolated eigenvector of a real symmetric operator, with eigenvalue x₀ > 1, by at least cosh(m arcosh x₀) when the other eigenvalues lie in [−1, 1]

## Vectors, angles and the filter

Let \(E\) be a finite-dimensional real inner product space, \(H\) a symmetric operator on it, and \(u\) a unit vector with \(Hu=x_0u\), \(x_0>1\). Every eigenvalue of \(H\) with an eigenvector orthogonal to \(u\) lies in \([-1,1]\).

The Chebyshev polynomials are fixed by \(T_0=1\), \(T_1(x)=x\) and \(T_{n+2}(x)=2xT_{n+1}(x)-T_n(x)\). The filter maps a starting vector \(v\) to \(y=T_m(H)v\), with \(m=0,1,2,\dots\). Angles are taken between lines, so \(\tan\angle(v,u)\) is never negative. Write
\[
\rho=x_0+\sqrt{x_0^2-1},\qquad a=\operatorname{arcosh}x_0=\ln\rho .
\]

## The spectral window

The interval \([-1,1]\) stands for the unwanted part of a spectrum after a shift and scaling; a wanted level below the window is brought above it by a scaling with negative sign. In electronic structure, such filters amplify wanted eigenvectors without diagonalising the Hamiltonian. The bound here concerns one isolated level and one vector in exact arithmetic, with the window assumed known.

## The bound and its Lean form

If \(\langle u,v\rangle\ne0\), then \(\langle u,y\rangle\neq0\) and
\[
\tan\angle(y,u)\le\frac{\tan\angle(v,u)}{\cosh(ma)}\le 2\rho^{-m}\tan\angle(v,u).
\]

This is `chebyshev_filter_convergence`. The structure `IsolatedLevel H u x0` collects the assumptions on \(H\), with `window` as the condition on the other eigenvalues. The filter `chebFilter H m` is Mathlib's Chebyshev polynomial evaluated at \(H\), while `rate x0` is \(\rho\) and `invCosh x0` is \(a\). `tanAngle` is the absolute value of the tangent of Mathlib's angle. Since Lean assigns the value 0 to the tangent of a right angle, the nonzero overlap of \(y\) with \(u\) is stated as a separate conclusion.

Complex Hermitian operators, several wanted levels and rounding errors are not treated.

## Derivation

Put \(\alpha=\langle u,v\rangle\) and \(s=v-\alpha u\), so \(s\perp u\) and \(\|s\|^2=\|v\|^2-\alpha^2\). The cosine of the angle between the lines is \(|\alpha|/\|v\|\) and the sine is \(\|s\|/\|v\|\). Hence \(\tan\angle(v,u)=\|s\|/|\alpha|\).

**Overlap.** Since \(\rho^{-1}=x_0-\sqrt{x_0^2-1}\), we have \(\cosh a=(\rho+\rho^{-1})/2=x_0\). The identity
\[
\cosh((n+2)a)=2\cosh a\,\cosh((n+1)a)-\cosh(na)
\]
is the Chebyshev recurrence, so \(T_m(x_0)=\cosh(ma)\). Therefore
\[
y=\alpha\cosh(ma)\,u+T_m(H)s .
\]
By symmetry \(\langle u,T_m(H)s\rangle=T_m(x_0)\langle u,s\rangle=0\), which gives \(\langle u,y\rangle=\alpha\cosh(ma)\ne0\) and
\[
\tan\angle(y,u)=\frac{\|T_m(H)s\|}{\cosh(ma)\,|\alpha|}.
\]

**Orthogonal part.** The same recurrence with cosines gives \(T_m(\cos t)=\cos(mt)\), so \(|T_m|\le1\) on \([-1,1]\). The complement of \(u\) is invariant under \(H\). Expanding \(s=\sum_i c_ib_i\) in orthonormal eigenvectors there, with eigenvalues \(\mu_i\), yields
\[
\|T_m(H)s\|^2=\sum_iT_m(\mu_i)^2c_i^2\le\|s\|^2 .
\]
This proves the first inequality. The second follows from \(\cosh(ma)\ge e^{ma}/2=\rho^m/2\).

## Lowest degrees

For \(m=0\) the filter is the identity and the first bound is an equality, while the second is too large by a factor of two. For \(m=1\) the filter is \(H\) itself and the first bound has the power-iteration factor \(1/x_0\).

## The Lean file

```lean
import Mathlib

open scoped InnerProductSpace

namespace ChebyshevFilterAngle

noncomputable section

variable {E : Type*} [NormedAddCommGroup E] [InnerProductSpace ℝ E]

/-- The tangent of the angle between the lines spanned by `w` and `u`. -/
def tanAngle (w u : E) : ℝ := |Real.tan (InnerProductGeometry.angle w u)|

/-- The number `x + √(x² - 1)`, for `x ≥ 1` the growth rate of the Chebyshev polynomials at `x`. -/
def rate (x : ℝ) : ℝ := x + √(x ^ 2 - 1)

/-- For `x ≥ 1`, the inverse hyperbolic cosine, written as a logarithm. -/
def invCosh (x : ℝ) : ℝ := Real.log (rate x)

/-- The Chebyshev filter `T_m(H)`. -/
def chebFilter (H : Module.End ℝ E) (m : ℕ) : Module.End ℝ E :=
  Polynomial.aeval H (Polynomial.Chebyshev.T ℝ (m : ℤ))

/-- The symmetric operator `H` has the unit eigenvector `u` with eigenvalue `x0 > 1`, and its
eigenvalues on the orthogonal complement of `u` lie in `[-1, 1]`. -/
structure IsolatedLevel (H : Module.End ℝ E) (u : E) (x0 : ℝ) : Prop where
  symm : LinearMap.IsSymmetric H
  unit : ‖u‖ = 1
  eig : H u = x0 • u
  outside : 1 < x0
  window : ∀ (μ : ℝ) (w : E), w ≠ 0 → ⟪u, w⟫_ℝ = 0 → H w = μ • w → |μ| ≤ 1

/-- For a unit vector `u`, the tangent of the angle is the length of the part of `w` orthogonal
to `u` divided by the size of the overlap. -/
theorem tanAngle_eq {u : E} (hu : ‖u‖ = 1) (w : E) :
    tanAngle w u = ‖w - ⟪u, w⟫_ℝ • u‖ / |⟪u, w⟫_ℝ| := by
  unfold tanAngle
  by_cases hw : w = 0
  · simp [hw]
  have hpos : 0 < ‖w‖ := norm_pos_iff.2 hw
  have hsin : 0 ≤ Real.sin (InnerProductGeometry.angle w u) :=
    Real.sin_nonneg_of_nonneg_of_le_pi (InnerProductGeometry.angle_nonneg _ _)
      (InnerProductGeometry.angle_le_pi _ _)
  have hc : Real.cos (InnerProductGeometry.angle w u) * ‖w‖ = ⟪u, w⟫_ℝ := by
    have h := InnerProductGeometry.cos_angle_mul_norm_mul_norm w u
    rw [hu, mul_one, real_inner_comm u w] at h
    exact h
  have hres : ‖w - ⟪u, w⟫_ℝ • u‖ ^ 2 = ‖w‖ ^ 2 - ⟪u, w⟫_ℝ ^ 2 := by
    rw [norm_sub_sq_real, real_inner_smul_right, real_inner_comm u w, norm_smul, hu, mul_one,
      Real.norm_eq_abs, sq_abs]
    ring
  have hs : Real.sin (InnerProductGeometry.angle w u) * ‖w‖ = ‖w - ⟪u, w⟫_ℝ • u‖ := by
    refine (sq_eq_sq₀ (mul_nonneg hsin hpos.le) (norm_nonneg _)).1 ?_
    rw [hres, ← hc]
    linear_combination ‖w‖ ^ 2 * Real.sin_sq_add_cos_sq (InnerProductGeometry.angle w u)
  rw [← hs, ← hc, abs_mul, abs_of_pos hpos, mul_div_mul_right _ _ hpos.ne',
    Real.tan_eq_sin_div_cos, abs_div, abs_of_nonneg hsin]

/-- Inside the window, `T_m(cos t) = cos (m t)`. -/
theorem cheb_cos (t : ℝ) (m : ℕ) :
    (Polynomial.Chebyshev.T ℝ (m : ℤ)).eval (Real.cos t) = Real.cos (m * t) := by
  induction m using Nat.twoStepInduction with
  | zero => simp
  | one => simp
  | more n h0 h1 =>
    have e : ((n + 2 : ℕ) : ℤ) = (n : ℤ) + 2 := by push_cast; ring
    have a : ((n + 2 : ℕ) : ℝ) * t = ((n : ℝ) + 1) * t + t := by push_cast; ring
    have b : (n : ℝ) * t = ((n : ℝ) + 1) * t - t := by ring
    push_cast at h1
    rw [e, Polynomial.Chebyshev.T_add_two]
    simp only [Polynomial.eval_sub, Polynomial.eval_mul, Polynomial.eval_ofNat,
      Polynomial.eval_X, h0, h1]
    rw [a, b, Real.cos_add, Real.cos_sub]
    ring

/-- At and above the upper window edge, `T_m(x) = cosh (m arcosh x)` for `x ≥ 1`. -/
theorem cheb_invCosh {x : ℝ} (hx : 1 ≤ x) (m : ℕ) :
    (Polynomial.Chebyshev.T ℝ (m : ℤ)).eval x = Real.cosh (m * invCosh x) := by
  have hr : 0 < rate x := by unfold rate; positivity
  have hcosh : Real.cosh (invCosh x) = x := by
    have hinv : (rate x)⁻¹ = x - √(x ^ 2 - 1) := by
      apply inv_eq_of_mul_eq_one_right
      have h := Real.sq_sqrt (show 0 ≤ x ^ 2 - 1 by nlinarith)
      unfold rate
      linear_combination -h
    rw [Real.cosh_eq, Real.exp_neg, invCosh, Real.exp_log hr, hinv, rate]
    ring
  induction m using Nat.twoStepInduction with
  | zero => simp
  | one => simp [hcosh]
  | more n h0 h1 =>
    have e : ((n + 2 : ℕ) : ℤ) = (n : ℤ) + 2 := by push_cast; ring
    have a : ((n + 2 : ℕ) : ℝ) * invCosh x = ((n : ℝ) + 1) * invCosh x + invCosh x := by
      push_cast; ring
    have b : (n : ℝ) * invCosh x = ((n : ℝ) + 1) * invCosh x - invCosh x := by ring
    push_cast at h1
    rw [e, Polynomial.Chebyshev.T_add_two]
    simp only [Polynomial.eval_sub, Polynomial.eval_mul, Polynomial.eval_ofNat,
      Polynomial.eval_X, h0, h1]
    rw [a, b, Real.cosh_add, Real.cosh_sub, hcosh]
    ring

/-- The filter multiplies an eigenvector with eigenvalue `μ` by `T_m(μ)`. -/
theorem chebFilter_eigen {H : Module.End ℝ E} {w : E} {μ : ℝ} (hw : H w = μ • w) (m : ℕ) :
    chebFilter H m w = (Polynomial.Chebyshev.T ℝ (m : ℤ)).eval μ • w := by
  have hpow : ∀ n : ℕ, (H ^ n) w = μ ^ n • w := by
    intro n
    induction n with
    | zero => simp
    | succ n ih => rw [pow_succ, Module.End.mul_apply, hw, map_smul, ih, smul_smul, pow_succ']
  unfold chebFilter
  generalize Polynomial.Chebyshev.T ℝ (m : ℤ) = p
  refine Polynomial.induction_on' p (fun p q hp hq => ?_) (fun n a => ?_)
  · rw [map_add, LinearMap.add_apply, hp, hq, Polynomial.eval_add, add_smul]
  · rw [Polynomial.aeval_monomial, Module.End.mul_apply, Module.algebraMap_end_apply, hpow,
      smul_smul, Polynomial.eval_monomial]

/-- The filter multiplies the overlap with an eigenvector of eigenvalue `μ` by `T_m(μ)`. -/
theorem inner_chebFilter {H : Module.End ℝ E} (hH : LinearMap.IsSymmetric H) {b : E} {μ : ℝ}
    (hb : H b = μ • b) (m : ℕ) (w : E) :
    ⟪b, chebFilter H m w⟫_ℝ = (Polynomial.Chebyshev.T ℝ (m : ℤ)).eval μ * ⟪b, w⟫_ℝ := by
  have hpow : ∀ n : ℕ, ⟪b, (H ^ n) w⟫_ℝ = μ ^ n * ⟪b, w⟫_ℝ := by
    intro n
    induction n with
    | zero => simp
    | succ n ih =>
      rw [pow_succ', Module.End.mul_apply, ← hH b, hb, real_inner_smul_left, ih]
      ring
  unfold chebFilter
  generalize Polynomial.Chebyshev.T ℝ (m : ℤ) = p
  refine Polynomial.induction_on' p (fun p q hp hq => ?_) (fun n a => ?_)
  · rw [map_add, LinearMap.add_apply, inner_add_right, hp, hq, Polynomial.eval_add, add_mul]
  · rw [Polynomial.aeval_monomial, Module.End.mul_apply, Module.algebraMap_end_apply,
      real_inner_smul_right, hpow, Polynomial.eval_monomial, mul_assoc]

/-- The filter does not lengthen any vector orthogonal to `u`. -/
theorem norm_chebFilter_le [FiniteDimensional ℝ E] {H : Module.End ℝ E} {u : E} {x0 : ℝ}
    (h : IsolatedLevel H u x0) (m : ℕ) {w : E} (hw : ⟪u, w⟫_ℝ = 0) :
    ‖chebFilter H m w‖ ≤ ‖w‖ := by
  obtain ⟨b, hb⟩ : ∃ b : OrthonormalBasis (Fin (Module.finrank ℝ E)) ℝ E,
      ∀ i, ∃ μ : ℝ, H (b i) = μ • b i :=
    ⟨h.symm.eigenvectorBasis rfl, fun i => ⟨_, h.symm.apply_eigenvectorBasis rfl i⟩⟩
  choose μ hμ using hb
  have par : ∀ z : E, ‖z‖ ^ 2 = ∑ i, ⟪b i, z⟫_ℝ ^ 2 := by
    intro z
    rw [← real_inner_self_eq_norm_sq, ← b.sum_inner_mul_inner z z]
    refine Finset.sum_congr rfl fun i _ => ?_
    rw [real_inner_comm (b i) z]
    ring
  refine le_of_sq_le_sq ?_ (norm_nonneg _)
  rw [par (chebFilter H m w), par w]
  refine Finset.sum_le_sum fun i _ => ?_
  rw [inner_chebFilter h.symm (hμ i)]
  by_cases hi : ⟪b i, w⟫_ℝ = 0
  · simp [hi]
  -- a basis vector that overlaps with `w` has its eigenvalue in the window
  have hwin : |μ i| ≤ 1 := by
    by_cases hc : ⟪u, b i⟫_ℝ = 0
    · exact h.window _ _ (fun h0 => hi (by rw [h0, inner_zero_left])) hc (hμ i)
    exfalso
    have hs := h.symm u (b i)
    rw [h.eig, hμ i, real_inner_smul_left, real_inner_smul_right] at hs
    have hx : x0 = μ i := mul_right_cancel₀ hc hs
    by_cases hz : b i - ⟪u, b i⟫_ℝ • u = 0
    · apply hi
      rw [sub_eq_zero.1 hz, real_inner_smul_left, hw, mul_zero]
    · have h1 := h.window x0 _ hz
        (by rw [inner_sub_right, real_inner_smul_right, real_inner_self_eq_norm_sq, h.unit]; ring)
        (by rw [map_sub, map_smul, hμ i, h.eig, ← hx]; module)
      linarith [le_abs_self x0, h.outside]
  have hT : |(Polynomial.Chebyshev.T ℝ (m : ℤ)).eval (μ i)| ≤ 1 := by
    rw [← Real.cos_arccos (abs_le.1 hwin).1 (abs_le.1 hwin).2, cheb_cos]
    exact Real.abs_cos_le_one _
  rw [mul_pow]
  exact mul_le_of_le_one_left (sq_nonneg _) ((sq_le_one_iff_abs_le_one _).2 hT)

/-- The filtered angle is fixed by the filtered orthogonal part of `v` and the overlap of `v`
with `u` amplified by `cosh (m arcosh x0)`. -/
theorem tanAngle_chebFilter {H : Module.End ℝ E} {u : E} {x0 : ℝ}
    (h : IsolatedLevel H u x0) (m : ℕ) (v : E) :
    tanAngle (chebFilter H m v) u =
      ‖chebFilter H m (v - ⟪u, v⟫_ℝ • u)‖ / (Real.cosh (m * invCosh x0) * |⟪u, v⟫_ℝ|) := by
  rw [tanAngle_eq h.unit, inner_chebFilter h.symm h.eig, map_sub, map_smul,
    chebFilter_eigen h.eig, cheb_invCosh h.outside.le, abs_mul, abs_of_pos (Real.cosh_pos _),
    smul_smul, mul_comm ⟪u, v⟫_ℝ]

/-- Convergence factor of the Chebyshev filter: if `v` overlaps with `u`, so does `T_m(H) v`, and
the tangent of its angle to `u` is reduced at least by `cosh (m arcosh x0)`, which gives the
geometric bound `2 (x0 + √(x0² - 1))^(-m)`. -/
theorem chebyshev_filter_convergence [FiniteDimensional ℝ E] {H : Module.End ℝ E} {u : E}
    {x0 : ℝ} (h : IsolatedLevel H u x0) (m : ℕ) {v : E} (hv : ⟪u, v⟫_ℝ ≠ 0) :
    ⟪u, chebFilter H m v⟫_ℝ ≠ 0 ∧
    tanAngle (chebFilter H m v) u ≤ tanAngle v u / Real.cosh (m * invCosh x0) ∧
    tanAngle v u / Real.cosh (m * invCosh x0) ≤ 2 * (rate x0 ^ m)⁻¹ * tanAngle v u := by
  have hC : 0 < Real.cosh (m * invCosh x0) := Real.cosh_pos _
  refine ⟨?_, ?_, ?_⟩
  · rw [inner_chebFilter h.symm h.eig, cheb_invCosh h.outside.le]
    exact mul_ne_zero hC.ne' hv
  · have horth : ⟪u, v - ⟪u, v⟫_ℝ • u⟫_ℝ = 0 := by
      rw [inner_sub_right, real_inner_smul_right, real_inner_self_eq_norm_sq, h.unit]
      ring
    rw [tanAngle_chebFilter h, tanAngle_eq h.unit v, div_div, mul_comm |⟪u, v⟫_ℝ|]
    exact div_le_div_of_nonneg_right (norm_chebFilter_le h m horth)
      (mul_nonneg hC.le (abs_nonneg _))
  · -- `cosh (m a) ≥ exp (m a) / 2` with `a = invCosh x0` and `exp (m a) = rate x0 ^ m`
    have hr : 0 < rate x0 := by
      have := h.outside
      unfold rate
      positivity
    have hq : 0 < rate x0 ^ m := pow_pos hr m
    have hhalf : rate x0 ^ m / 2 ≤ Real.cosh (m * invCosh x0) := by
      have he : Real.exp (m * invCosh x0) = rate x0 ^ m := by
        rw [Real.exp_nat_mul, invCosh, Real.exp_log hr]
      rw [Real.cosh_eq, he]
      linarith [Real.exp_pos (-(m * invCosh x0))]
    have hone : 1 ≤ 2 * (rate x0 ^ m)⁻¹ * Real.cosh (m * invCosh x0) := by
      calc (1 : ℝ) = 2 * (rate x0 ^ m)⁻¹ * (rate x0 ^ m / 2) := by field_simp
        _ ≤ _ := mul_le_mul_of_nonneg_left hhalf (by positivity)
    have ht : 0 ≤ tanAngle v u := abs_nonneg _
    rw [div_le_iff₀ hC]
    linarith [mul_le_mul_of_nonneg_right hone ht]

/-- The model operator `w ↦ w + (x0 - 1) ⟨u, w⟩ u`. -/
def edgeModel (u : E) (x0 : ℝ) : Module.End ℝ E where
  toFun w := w + ((x0 - 1) * ⟪u, w⟫_ℝ) • u
  map_add' w z := by rw [inner_add_right]; module
  map_smul' c w := by rw [real_inner_smul_right, RingHom.id_apply]; module

/-- The model operator with a unit vector `u` and `x0 > 1` meets the spectral assumptions. -/
theorem isolatedLevel_witness {u : E} (hu : ‖u‖ = 1) {x0 : ℝ} (hx : 1 < x0) :
    IsolatedLevel (edgeModel u x0) u x0 where
  symm w z := by
    change ⟪w + ((x0 - 1) * ⟪u, w⟫_ℝ) • u, z⟫_ℝ = ⟪w, z + ((x0 - 1) * ⟪u, z⟫_ℝ) • u⟫_ℝ
    rw [inner_add_left, inner_add_right, real_inner_smul_left, real_inner_smul_right,
      real_inner_comm u w]
    ring
  unit := hu
  eig := by
    change u + ((x0 - 1) * ⟪u, u⟫_ℝ) • u = x0 • u
    rw [real_inner_self_eq_norm_sq, hu]
    module
  outside := hx
  window μ w hw ho he := by
    change w + ((x0 - 1) * ⟪u, w⟫_ℝ) • u = μ • w at he
    rw [ho, mul_zero, zero_smul, add_zero] at he
    have h0 : (1 - μ) • w = 0 := by rw [sub_smul, one_smul, ← he, sub_self]
    have h1 : μ = 1 := by linarith [(smul_eq_zero.1 h0).resolve_right hw]
    simp [h1]

/-- For the model operator the reduction of the tangent by `cosh (m arcosh x0)` is attained exactly,
for every degree and every starting vector that overlaps with `u`. Without overlap both sides are 0,
by Lean's convention for the tangent of a right angle. -/
theorem convergence_factor_sharp {u : E} (hu : ‖u‖ = 1) {x0 : ℝ} (hx : 1 < x0) (m : ℕ) (v : E) :
    tanAngle (chebFilter (edgeModel u x0) m v) u =
      tanAngle v u / Real.cosh (m * invCosh x0) := by
  -- the orthogonal part of `v` sits at the window edge, where `T_m(1) = 1`
  have hedge : edgeModel u x0 (v - ⟪u, v⟫_ℝ • u) = (1 : ℝ) • (v - ⟪u, v⟫_ℝ • u) := by
    change (v - ⟪u, v⟫_ℝ • u) + ((x0 - 1) * ⟪u, v - ⟪u, v⟫_ℝ • u⟫_ℝ) • u = _
    rw [inner_sub_right, real_inner_smul_right, real_inner_self_eq_norm_sq, hu]
    module
  have hT : (Polynomial.Chebyshev.T ℝ (m : ℤ)).eval 1 = 1 := by
    have h := cheb_cos 0 m
    rwa [mul_zero, Real.cos_zero] at h
  rw [tanAngle_chebFilter (isolatedLevel_witness hu hx), chebFilter_eigen hedge, hT, one_smul,
    tanAngle_eq hu v, div_div, mul_comm |⟪u, v⟫_ℝ|]

end

end ChebyshevFilterAngle
```

```lean
#print axioms ChebyshevFilterAngle.chebyshev_filter_convergence
#print axioms ChebyshevFilterAngle.convergence_factor_sharp
```

```
'ChebyshevFilterAngle.chebyshev_filter_convergence' depends on axioms: [propext, Classical.choice, Quot.sound]
'ChebyshevFilterAngle.convergence_factor_sharp' depends on axioms: [propext, Classical.choice, Quot.sound]
```

## How the proof runs

`tanAngle_eq` is the formula \(\|s\|/|\alpha|\). `cheb_cos` and `cheb_invCosh` prove the two Chebyshev identities by two-step induction. `chebFilter_eigen` and `inner_chebFilter` treat powers of \(H\) first, then extend to polynomials by linearity.

`norm_chebFilter_le` differs slightly from the derivation: it uses an eigenbasis of all of \(E\). A basis vector not orthogonal to \(u\) must have eigenvalue \(x_0\). Its part orthogonal to \(u\) would, if nonzero, violate `window`; so the vector is a multiple of \(u\) and contributes nothing to \(s\).

`tanAngle_chebFilter` assembles the exact formula for the filtered tangent, and the main theorem inserts the two estimates.

The first bound is attained. `edgeModel` has eigenvalue \(x_0\) on \(u\) and 1 on its complement. Because \(T_m(1)=1\), the filter leaves \(s\) unchanged, and `convergence_factor_sharp` obtains equality for every \(m\) and every \(v\) with \(\langle u,v\rangle\ne0\). For the remaining \(v\) the Lean equation only says \(0=0\), by the convention for right angles.
